# A normalised APW+lo local orbital is unique up to sign and has nonzero slope at the sphere boundary

In the APW+lo method, a local orbital combines a radial solution at a fixed energy with its energy derivative, so that the combination vanishes at the boundary of an atomic sphere and has unit norm inside it. How many such combinations are there, and with what slope do they reach the boundary? To answer this, we describe the energy derivative by the equations that it satisfies at one energy, and not as the derivative of a family of solutions.

Let $R$ be the sphere radius and $u(r)$ the radial solution multiplied by $r$; many texts write $u$ for the solution without this factor. Let $w$ be the energy derivative of $u$, often written $\dot u$. In units with $\hbar^2/2m=1$, and with $q=V_{\text{eff}}-E$, where $V_{\text{eff}}$ is the spherical potential plus the centrifugal term and $E$ is the energy,

$$u''=q\,u,\qquad w''=q\,w-u .$$

The second equation is the first one differentiated with respect to $E$. Both functions vanish at the origin, which selects the regular solution. The norm is $\int_0^R u^2\,dr=1$. If it is kept at every energy, its energy derivative gives $\int_0^R u\,w\,dr=0$.

**Claim.** Exactly two pairs $(a,b)$ of real numbers make $au+bw$ vanish at $R$ with unit norm in the sphere. They are negatives of each other, and the slope at $R$ is nonzero for both.

In all-electron calculations whose radial functions come from a nonrelativistic equation with the spherical part of the potential, this fixes the radial part of the local orbital for each angular momentum, at a given energy, up to an irrelevant sign.

## From the radial equations to the coefficients

**The Wronskian.** Let $W=uw'-u'w$. Then

$$W'=uw''-u''w=u(qw-u)-quw=-u^2 .$$

Since $W(0)=0$, integration gives $W(R)=-\int_0^R u^2\,dr=-1$.

**The norm.** With $p=\int_0^R w^2\,dr$, normalisation and orthogonality give

$$\int_0^R(au+bw)^2\,dr=a^2+p\,b^2 .$$

If $p$ were zero, the continuous function $w$ would vanish on the whole sphere. Then $w(R)=w'(R)=0$ and $W(R)=0$, a contradiction. Hence $p>0$.

**The coefficients.** In the rest of this section and in the next one, $u,w,u',w'$ and $W$ denote values at $R$. Since $W\neq0$, $u$ and $w$ are not both zero, so $D=w^2+pu^2>0$. The condition $au+bw=0$ means $(a,b)=k(w,-u)$ for some real $k$, and the norm condition becomes $k^2D=1$. So $k=\pm1/\sqrt D$, which gives two distinct pairs of opposite sign.

**The slope.** Let $s=au'+bw'$. Using $au+bw=0$,

$$sw=au'w-auw'=-aW,\qquad su=-bwu'+buw'=bW .$$

Therefore $s^2D=(a^2+pb^2)W^2=W^2$. With $W=-1$ this is $s^2=1/D$, so $s\neq0$.

The same algebra with values and slopes exchanged treats the condition $au'+bw'=0$: again there are two normalised pairs of opposite sign, now with nonzero boundary value.

## The conditions on the coefficients

In Lean 4 with Mathlib:

```lean
import Mathlib

open Set MeasureTheory

namespace APWLocalOrbital

noncomputable section
```

The first definition concerns real numbers only. In `IsLOCoeff u w p a b`, the arguments `u` and `w` are boundary values and `p` is the squared norm of the second function.

```lean
/-- The conditions on the coefficients `a`, `b` of a local orbital: zero boundary value and unit
norm, for boundary values `u`, `w` of a normalised function and of a function orthogonal to it with
squared norm `p`. -/
def IsLOCoeff (u w p a b : ℝ) : Prop :=
  a * u + b * w = 0 ∧ a ^ 2 + p * b ^ 2 = 1
```

The slope identity holds for any real `p` and any Wronskian. The equations `e1` and `e2` are the formulas for $sw$ and $su$, each obtained from the boundary condition multiplied by a slope. The `calc` block adds their squares with weights $1$ and $p$.

```lean
/-- The squared boundary slope of a local orbital, times `w² + p u²`, is the squared
Wronskian of the two radial functions. -/
theorem slope_sq {u w p a b : ℝ} (u' w' : ℝ) (h : IsLOCoeff u w p a b) :
    (a * u' + b * w') ^ 2 * (w ^ 2 + p * u ^ 2) = (u * w' - u' * w) ^ 2 := by
  obtain ⟨h0, h1⟩ := h
  have e1 : (a * u' + b * w') * w = -a * (u * w' - u' * w) := by
    linear_combination w' * h0
  have e2 : (a * u' + b * w') * u = b * (u * w' - u' * w) := by
    linear_combination u' * h0
  calc (a * u' + b * w') ^ 2 * (w ^ 2 + p * u ^ 2)
      = ((a * u' + b * w') * w) ^ 2 + p * ((a * u' + b * w') * u) ^ 2 := by ring
    _ = (a ^ 2 + p * b ^ 2) * (u * w' - u' * w) ^ 2 := by rw [e1, e2]; ring
    _ = (u * w' - u' * w) ^ 2 := by rw [h1, one_mul]
```

The next theorem needs only $p>0$ and a nonzero Wronskian; the value $-1$ is a special case. Its conclusion names a pair `(a, b)` different from its negative, says that a pair satisfies the conditions if and only if it is one of these two, and adds the nonzero slope.

The proof first shows $D>0$ (`hD`) by distinguishing $u=0$ from $u\neq0$, and then takes $k=1/\sqrt D$. For an arbitrary solution $(c,d)$ it doesn't solve the linear equation directly. It sets $t=k(cw-pdu)$ and uses

$$(cw-pdu)^2+p(cu+dw)^2=(c^2+pd^2)D .$$

The second term on the left vanishes, so $t^2=1$; this is the factorised equation `hs`. Each sign of $t$ then gives one of the two pairs. For the last part, a zero slope in `slope_sq` would force $W=0$.

```lean
/-- For `p > 0` and a nonzero Wronskian, exactly two coefficient pairs satisfy the local-orbital
conditions; they are negatives of each other, and the boundary slope is nonzero for both. -/
theorem exactly_two_coefficients {u w u' w' p : ℝ} (hp : 0 < p)
    (hW : u * w' - u' * w ≠ 0) :
    ∃ a b : ℝ, (a, b) ≠ (-a, -b) ∧
      (∀ c d, IsLOCoeff u w p c d ↔ (c, d) = (a, b) ∨ (c, d) = (-a, -b)) ∧
      ∀ c d, IsLOCoeff u w p c d → c * u' + d * w' ≠ 0 := by
  -- the boundary values cannot both vanish
  have hD : 0 < w ^ 2 + p * u ^ 2 := by
    rcases eq_or_ne u 0 with hu | hu
    · have hw : w ≠ 0 := by
        intro hw
        apply hW
        rw [hu, hw]
        ring
      positivity
    · positivity
  obtain ⟨k, hk⟩ : ∃ k : ℝ, k ^ 2 * (w ^ 2 + p * u ^ 2) = 1 :=
    ⟨(√(w ^ 2 + p * u ^ 2))⁻¹, by
      rw [inv_pow, Real.sq_sqrt hD.le, inv_mul_cancel₀ hD.ne']⟩
  refine ⟨k * w, -(k * u), ?_, ?_, ?_⟩
  · intro h
    obtain ⟨h1, h2⟩ := Prod.mk.inj h
    have e1 : k * w = 0 := by linarith
    have e2 : k * u = 0 := by linarith
    have : (0 : ℝ) = 1 := by
      linear_combination hk - k * w * e1 - p * k * u * e2
    exact zero_ne_one this
  · intro c d
    simp only [Prod.mk.injEq]
    constructor
    · rintro ⟨h0, h1⟩
      -- the component along `(w, -u)` is fixed up to a sign
      have hs : (k * (c * w - p * d * u) - 1) * (k * (c * w - p * d * u) + 1) = 0 := by
        linear_combination k ^ 2 * (w ^ 2 + p * u ^ 2) * h1 + hk
          - k ^ 2 * p * (c * u + d * w) * h0
      rcases mul_eq_zero.mp hs with hs | hs
      · exact Or.inl
          ⟨by linear_combination -c * hk + k ^ 2 * p * u * h0 + k * w * hs,
           by linear_combination -d * hk + k ^ 2 * w * h0 - k * u * hs⟩
      · exact Or.inr
          ⟨by linear_combination -c * hk + k ^ 2 * p * u * h0 + k * w * hs,
           by linear_combination -d * hk + k ^ 2 * w * h0 - k * u * hs⟩
    · rintro (⟨rfl, rfl⟩ | ⟨rfl, rfl⟩) <;>
        exact ⟨by ring, by linear_combination hk⟩
  · intro c d h hz
    have hs := slope_sq u' w' h
    rw [hz] at hs
    exact hW ((pow_eq_zero_iff two_ne_zero).1 (by linear_combination -hs))
```

## Radial functions in the sphere

The structure `RadialPair` collects the hypotheses of the physical problem. The names `u'` and `w'` are separate functions, which the fields `du` and `dw` identify as derivatives. The differential equations are required only for $0<r<R$, so `q` may be singular at the origin, as a nuclear or centrifugal potential is. Neither $W(R)=-1$ nor $p>0$ is among the hypotheses.

The step left to the user is to identify `w` with the energy derivative of a family of normalised solutions: the structure records the equations that such a derivative obeys, and contains no variable energy.

```lean
/-- Radial functions in a sphere of radius `R`, each multiplied by `r`: a normalised solution `u`
of `u'' = q u`, with `q` the effective potential minus the energy, and a function `w` orthogonal
to `u` that solves the energy-differentiated equation `w'' = q w - u`; both vanish at the origin. -/
structure RadialPair (R : ℝ) (q u u' w w' : ℝ → ℝ) : Prop where
  pos : 0 < R
  du : ∀ r ∈ Ioc 0 R, HasDerivAt u (u' r) r
  dw : ∀ r ∈ Ioc 0 R, HasDerivAt w (w' r) r
  ddu : ∀ r ∈ Ioo 0 R, HasDerivAt u' (q r * u r) r
  ddw : ∀ r ∈ Ioo 0 R, HasDerivAt w' (q r * w r - u r) r
  cu : ContinuousOn u (Icc 0 R)
  cw : ContinuousOn w (Icc 0 R)
  cu' : ContinuousOn u' (Icc 0 R)
  cw' : ContinuousOn w' (Icc 0 R)
  u_zero : u 0 = 0
  w_zero : w 0 = 0
  normalised : ∫ r in (0 : ℝ)..R, u r ^ 2 = 1
  orthogonal : ∫ r in (0 : ℝ)..R, u r * w r = 0
```

The orbital and its two defining conditions follow. The integrals contain no factor $r^2$, because the functions already carry the factor $r$.

```lean
/-- The radial combination `a u + b w`. -/
def orbital (u w : ℝ → ℝ) (a b r : ℝ) : ℝ := a * u r + b * w r

/-- The combination `a u + b w` vanishes at the sphere boundary and has unit norm
in the sphere. -/
def IsLocalOrbital (R : ℝ) (u w : ℝ → ℝ) (a b : ℝ) : Prop :=
  orbital u w a b R = 0 ∧ ∫ r in (0 : ℝ)..R, orbital u w a b r ^ 2 = 1
```

Here "local orbital" means the two-function combination with zero boundary value. The local orbitals added to an LAPW basis, which have zero value and zero slope, use a third radial function.

## The Wronskian and the norm

The proof of `wronskian` applies the fundamental theorem of calculus to $uw'-u'w$ on $[0,R]$. The product rule and the two radial equations give the derivative $-u^2$ in the interior, and continuity takes care of the end points. The value $-1$ belongs to the chosen units; in Hartree units the same calculation gives $-2$.

```lean
variable {R : ℝ} {q u u' w w' : ℝ → ℝ}

/-- For a radial pair, the Wronskian `u w' - u' w` is `-1` at the sphere boundary. -/
theorem wronskian (h : RadialPair R q u u' w w') :
    u R * w' R - u' R * w R = -1 := by
  -- the radial equations give the Wronskian the derivative `-u²`
  have key : ∫ r in (0 : ℝ)..R, -(u r ^ 2) =
      (u R * w' R - u' R * w R) - (u 0 * w' 0 - u' 0 * w 0) :=
    intervalIntegral.integral_eq_sub_of_hasDerivAt_of_le
      (f := fun r => u r * w' r - u' r * w r) h.pos.le
      ((h.cu.mul h.cw').sub (h.cu'.mul h.cw))
      (fun r hr => (((h.du r ⟨hr.1, hr.2.le⟩).fun_mul (h.ddw r hr)).fun_sub
        ((h.ddu r hr).fun_mul (h.dw r ⟨hr.1, hr.2.le⟩))).congr_deriv (by ring))
      (ContinuousOn.intervalIntegrable_of_Icc h.pos.le (h.cu.pow 2).neg)
  rw [intervalIntegral.integral_neg, h.normalised, h.u_zero, h.w_zero] at key
  linarith
```

For the norm, the square is expanded into three terms. The statements `i1`, `i2` and `i3` supply the integrability that allows the integral to be split, after which normalisation and orthogonality remove two of the integrals.

```lean
/-- For a radial pair, the squared norm of `a u + b w` in the sphere is `a² + p b²`, with `p` the
squared norm of `w`. -/
theorem orbital_norm (h : RadialPair R q u u' w w') (a b : ℝ) :
    ∫ r in (0 : ℝ)..R, orbital u w a b r ^ 2 =
      a ^ 2 + (∫ r in (0 : ℝ)..R, w r ^ 2) * b ^ 2 := by
  have i1 : IntervalIntegrable (fun r => a ^ 2 * u r ^ 2) volume 0 R :=
    ContinuousOn.intervalIntegrable_of_Icc h.pos.le (continuousOn_const.mul (h.cu.pow 2))
  have i2 : IntervalIntegrable (fun r => 2 * a * b * (u r * w r)) volume 0 R :=
    ContinuousOn.intervalIntegrable_of_Icc h.pos.le (continuousOn_const.mul (h.cu.mul h.cw))
  have i3 : IntervalIntegrable (fun r => b ^ 2 * w r ^ 2) volume 0 R :=
    ContinuousOn.intervalIntegrable_of_Icc h.pos.le (continuousOn_const.mul (h.cw.pow 2))
  have i12 : IntervalIntegrable
      (fun r => a ^ 2 * u r ^ 2 + 2 * a * b * (u r * w r)) volume 0 R := i1.add i2
  have e : (fun r => orbital u w a b r ^ 2) =
      fun r => a ^ 2 * u r ^ 2 + 2 * a * b * (u r * w r) + b ^ 2 * w r ^ 2 := by
    funext r
    simp only [orbital]
    ring
  rw [e, intervalIntegral.integral_add i12 i3, intervalIntegral.integral_add i1 i2,
    intervalIntegral.integral_const_mul, intervalIntegral.integral_const_mul,
    intervalIntegral.integral_const_mul, h.normalised, h.orthogonal]
  ring
```

Positivity of $p$ follows the argument by contradiction. A continuous nonnegative function has a positive integral if it is positive somewhere. If $w^2$ is positive nowhere, `w` agrees with the zero function on $[0,R]$; uniqueness of the derivative within that interval gives $w'(R)=0$, and `wronskian` then reads $0=-1$.

```lean
/-- The second function `w` of a radial pair has positive norm in the sphere. -/
theorem energyDerivative_norm_pos (h : RadialPair R q u u' w w') :
    0 < ∫ r in (0 : ℝ)..R, w r ^ 2 := by
  refine intervalIntegral.integral_pos h.pos (h.cw.pow 2) (fun r _ => sq_nonneg _) ?_
  by_contra hn
  have hz : ∀ r ∈ Icc 0 R, w r = 0 := by
    intro r hr
    by_contra hr0
    have hpos : 0 < w r ^ 2 := by positivity
    exact hn ⟨r, hr, hpos⟩
  have hR : R ∈ Icc 0 R := ⟨h.pos.le, le_rfl⟩
  -- a vanishing `w` would have zero slope, against the Wronskian
  have h0 : w' R = 0 :=
    (uniqueDiffOn_Icc h.pos R hR).eq_deriv _ (h.dw R ⟨h.pos, le_rfl⟩).hasDerivWithinAt
      ((hasDerivWithinAt_const R (Icc 0 R) (0 : ℝ)).congr hz (hz R hR))
  have hW := wronskian h
  rw [h0, hz R hR] at hW
  norm_num at hW
```

## The two local orbitals

The main theorem has the form of the algebraic one, with `IsLocalOrbital` in place of `IsLOCoeff` and an actual derivative in place of $au'+bw'$. The equivalence `e` translates between the two sets of conditions by means of `orbital_norm`. The algebraic theorem then applies, and `hd` identifies the derivative at $R$.

```lean
/-- The two functions of a radial pair form exactly two normalised combinations that vanish at the
sphere boundary; they differ by a sign, and both have nonzero slope there. -/
theorem exactly_two_local_orbitals (h : RadialPair R q u u' w w') :
    ∃ a b : ℝ, (a, b) ≠ (-a, -b) ∧
      (∀ c d, IsLocalOrbital R u w c d ↔ (c, d) = (a, b) ∨ (c, d) = (-a, -b)) ∧
      ∀ c d, IsLocalOrbital R u w c d → deriv (orbital u w c d) R ≠ 0 := by
  have hW : u R * w' R - u' R * w R ≠ 0 := by
    rw [wronskian h]
    norm_num
  have e : ∀ c d, IsLocalOrbital R u w c d ↔
      IsLOCoeff (u R) (w R) (∫ r in (0 : ℝ)..R, w r ^ 2) c d := fun c d =>
    ⟨fun ⟨x, y⟩ => ⟨x, (orbital_norm h c d).symm.trans y⟩,
     fun ⟨x, y⟩ => ⟨x, (orbital_norm h c d).trans y⟩⟩
  obtain ⟨a, b, hne, hiff, hslope⟩ :=
    exactly_two_coefficients (energyDerivative_norm_pos h) hW
  refine ⟨a, b, hne, fun c d => (e c d).trans (hiff c d), fun c d hcd => ?_⟩
  have hR : R ∈ Ioc 0 R := ⟨h.pos, le_rfl⟩
  have hd : HasDerivAt (orbital u w c d) (c * u' R + d * w' R) R :=
    ((h.du R hR).const_mul c).fun_add ((h.dw R hR).const_mul d)
  rw [hd.deriv]
  exact hslope c d ((e c d).1 hcd)
```

This `deriv` is two-sided, so `u` and `w` are taken to continue smoothly a little beyond $R$, as solutions of the radial equation can. In the basis set the orbital is cut off to zero outside the sphere, and the slope found here is the one on the inner side; the cut-off function therefore has a kink at $R$. Dividing by $r$ doesn't alter this conclusion: because the orbital vanishes at $R$, its slope is $R$ times that of the radial function without the factor $r$.

## A free s wave whose node lies on the boundary

An explicit example satisfies every field of `RadialPair`: zero potential, angular momentum zero, $E=1$ and $R=\pi$, with

$$u=\sqrt{\tfrac2\pi}\,\sin r,\qquad w=\sqrt{\tfrac2\pi}\left(\tfrac{r\cos r}{2}+\tfrac{\sin r}{4}\right).$$

Most fields are direct differentiation or continuity. Orthogonality uses the fact that $uw$ is the derivative of $\frac{2}{\pi}\,\frac{r\sin^2 r}{4}$, which vanishes at both ends.

```lean
/-- The functions `√(2/π) sin r` and `√(2/π) (r cos r / 2 + sin r / 4)`, for `q = -1` in a sphere of
radius `π`, meet all conditions on a radial pair. -/
theorem radialPair_witness :
    RadialPair Real.pi (fun _ => -1)
      (fun r => √(2 / Real.pi) * Real.sin r)
      (fun r => √(2 / Real.pi) * Real.cos r)
      (fun r => √(2 / Real.pi) * (r * Real.cos r / 2 + Real.sin r / 4))
      (fun r => √(2 / Real.pi) * (3 / 4 * Real.cos r - r * Real.sin r / 2)) := by
  have hc : √(2 / Real.pi) ^ 2 * Real.pi = 2 := by
    rw [Real.sq_sqrt (by positivity), div_mul_cancel₀ _ Real.pi_ne_zero]
  generalize √(2 / Real.pi) = c at hc ⊢
  refine
    { pos := Real.pi_pos
      du := fun r _ => (Real.hasDerivAt_sin r).const_mul c
      dw := fun r _ => (((((hasDerivAt_id' r).fun_mul (Real.hasDerivAt_cos r)).div_const
        2).fun_add ((Real.hasDerivAt_sin r).div_const 4)).const_mul c).congr_deriv (by ring)
      ddu := fun r _ => ((Real.hasDerivAt_cos r).const_mul c).congr_deriv (by ring)
      ddw := fun r _ => ((((Real.hasDerivAt_cos r).const_mul (3 / 4)).fun_sub
        (((hasDerivAt_id' r).fun_mul (Real.hasDerivAt_sin r)).div_const
          2)).const_mul c).congr_deriv (by ring)
      cu := by fun_prop
      cw := by fun_prop
      cu' := by fun_prop
      cw' := by fun_prop
      u_zero := by simp
      w_zero := by simp
      normalised := ?_
      orthogonal := ?_ }
  · simp only [mul_pow, intervalIntegral.integral_const_mul, integral_sin_sq,
      Real.sin_zero, Real.sin_pi]
    linear_combination hc / 2
  · -- the overlap density is the derivative of `c² r sin² r / 4`
    rw [intervalIntegral.integral_eq_sub_of_hasDerivAt
      (f := fun r => c ^ 2 * (r * (Real.sin r * Real.sin r) / 4))
      (fun r _ => ((((hasDerivAt_id' r).fun_mul ((Real.hasDerivAt_sin r).fun_mul
        (Real.hasDerivAt_sin r))).div_const 4).const_mul (c ^ 2)).congr_deriv (by ring))
      (Continuous.intervalIntegrable (by fun_prop) _ _)]
    simp

end

end APWLocalOrbital
```

This is also the limiting case $u(R)=0$. The boundary condition reduces to $b\,w(R)=0$ with $w(R)=-\sqrt{\pi/2}$, so $b=0$ and $a=\pm1$. The energy derivative drops out, and the local orbital is $\pm u$ itself, with boundary slope $\mp\sqrt{2/\pi}$. Such an energy is unsuitable for the APWs themselves, because a multiple of $u$ can't match a plane-wave component that is nonzero at the boundary.

```lean
#print axioms APWLocalOrbital.exactly_two_local_orbitals
```

```
'APWLocalOrbital.exactly_two_local_orbitals' depends on axioms: [propext, Classical.choice, Quot.sound]
```
